# The second-order interaction energy is twice the second-order energy shift

A system sits in an eigenstate of a Hamiltonian \(H_0\), and a weak interaction \(tV\) is switched on slowly. The state generally mixes with other eigenstates of \(H_0\), so its expectation value of \(H_0\) can change as well as that of the interaction. If the system starts in a nondegenerate ground state, mixing costs unperturbed energy, and the interaction has to repay more than that cost for the total to fall. How is the second-order shift \(t^2E_2\) divided between the two?

For finitely many levels, a Hermitian \(V\) and a nondegenerate starting level, the interaction contributes \(2E_2\) and the unperturbed Hamiltonian \(-E_2\), as coefficients of \(t^2\). The same division matters for the Galitskii–Migdal formula, which reads the energy of a system with pair interactions from its one-particle Green function: taking the second-order interaction part for the whole second-order shift would double the result. The model below is a finite Hamiltonian matrix, and no Green function or self-energy enters it.

## Levels, states and matrix elements

Label the eigenstates of \(H_0\) by a finite index set \(\iota\). For an interacting system these are many-body states. If \(H_0\) is a sum of one-electron operators, they can be the determinants built from its own orbitals in a finite basis.

```lean
import Mathlib

open Matrix

namespace GalitskiiMigdalSecondOrder

noncomputable section

variable {ι : Type*} [Fintype ι] [DecidableEq ι]
```

In this basis \(H_0\) is diagonal, with a real energy \(e_i\) for each label \(i\):
\[
(H_0)_{ij}=e_i\,\delta_{ij}.
\]
In Lean the energies are a function `e : ι → ℝ`, so their reality is part of the type.

```lean
/-- The unperturbed Hamiltonian, diagonal with real levels `e`. -/
def H0 (e : ι → ℝ) : Matrix ι ι ℂ := Matrix.diagonal fun i => (e i : ℂ)
```

The starting state \(\psi_0\) has label \(o\), which may be any level and need not be the lowest. Its components are \((\psi_0)_i=\delta_{io}\).

```lean
/-- The unperturbed basis state with label `o`. -/
def ket (o : ι) : ι → ℂ := Pi.single o 1
```

Matrix elements use the physicist's convention, with complex conjugation on the left state:
\[
\langle x,Ay\rangle=\sum_{i,j}\overline{x_i}\,A_{ij}\,y_j .
\]
With \(A=1\) and \(y=x\) this is the squared norm of \(x\). States are plain vectors of amplitudes, and nothing forces them to be normalised.

```lean
/-- The matrix element `⟨x, A y⟩`. -/
def braket (x : ι → ℂ) (A : Matrix ι ι ℂ) (y : ι → ℂ) : ℂ := star x ⬝ᵥ A *ᵥ y
```

## The first-order correction

Insert \(\psi_0+t\psi+\dots\) and the energy \(e_o+tE_1+\dots\) into the eigenvalue equation of \(H_0+tV\). The terms linear in \(t\) give
\[
(H_0-e_o)\psi=-(V-E_1)\psi_0 .
\]
The component \(o\) of the left side is \((e_o-e_o)\psi_o=0\), and that of the right side is \(-(V_{oo}-E_1)\), so \(E_1=V_{oo}\). The equation doesn't fix \(\psi_o\), and the usual choice is \(\psi_o=0\), which makes the correction orthogonal to \(\psi_0\). The predicate `IsFirstOrder e V o ψ` records both conditions.

```lean
/-- The first-order equation `(H0 - e_o) ψ = -(V - V_oo) ψ0`, for a correction `ψ`
without component along the unperturbed state `ψ0 = ket o`. -/
def IsFirstOrder (e : ι → ℝ) (V : Matrix ι ι ℂ) (o : ι) (ψ : ι → ℂ) : Prop :=
  ψ o = 0 ∧ (H0 e - (e o : ℂ) • 1) *ᵥ ψ = -((V - V o o • 1) *ᵥ ket o)
```

At the next order, with a second correction \(\psi_2\), the eigenvalue equation reads
\[
(H_0-e_o)\psi_2+V\psi=V_{oo}\psi+E_2\psi_0 .
\]
Projecting on \(\psi_0\) removes the first term on each side and leaves
\[
E_2=\langle\psi_0,V\psi\rangle .
\]
The file takes this expression as the definition of \(E_2\). Its type is complex, so that \(E_2\) is real has to be proved.

```lean
/-- The matrix element `⟨ψ0, V ψ⟩` with `ψ0 = ket o`. If `ψ` is the first-order correction of a
nondegenerate level `o`, this is the second-order energy. -/
def E2 (V : Matrix ι ι ℂ) (o : ι) (ψ : ι → ℂ) : ℂ := braket (ket o) V ψ
```

Now solve for the amplitudes. Component \(i\) of the first-order equation is
\[
(e_i-e_o)\,\psi_i=-(V_{io}-V_{oo}\delta_{io}).
\]
For \(i=o\) both sides vanish. For \(i\neq o\), if \(e_i\neq e_o\), division gives
\[
\psi_i=-\frac{V_{io}}{e_i-e_o}.
\]
Nondegeneracy is the hypothesis `hgap`. If some other level \(i\) had \(e_i=e_o\), the equation would require \(V_{io}=0\) and leave \(\psi_i\) undetermined.

The theorem states an equivalence: under `hgap`, a vector solves the first-order problem exactly when it has these amplitudes. In the proof, `hc` and `hr` compute the components of the left and right sides, and `hne` says that the denominators are nonzero. One direction then divides by the gap, and the other inserts the amplitudes and cancels it.

```lean
/-- If the level `e_o` is nondegenerate, `ψ` satisfies the first-order equation and `ψ_o = 0`
exactly when its amplitudes are `-V_io / (e_i - e_o)` for `i ≠ o` and zero for `i = o`. -/
theorem isFirstOrder_iff {e : ι → ℝ} {V : Matrix ι ι ℂ} {o : ι} {ψ : ι → ℂ}
    (hgap : ∀ i, i ≠ o → e i ≠ e o) :
    IsFirstOrder e V o ψ ↔
      ψ = fun i => if i = o then 0 else -V i o / ((e i : ℂ) - e o) := by
  -- both sides of the equation, component by component
  have hc : ∀ i, ((H0 e - (e o : ℂ) • 1) *ᵥ ψ) i = ((e i : ℂ) - e o) * ψ i := by
    intro i
    simp [H0, Matrix.sub_mulVec, Matrix.smul_mulVec, Matrix.mulVec_diagonal, sub_mul]
  have hr : ∀ i, (-((V - V o o • 1) *ᵥ ket o)) i
      = -(V i o - V o o * (if i = o then 1 else 0)) := by
    intro i
    simp [ket, Matrix.one_apply]
  have hne : ∀ i, i ≠ o → (e i : ℂ) - e o ≠ 0 := fun i hi =>
    sub_ne_zero.mpr (by exact_mod_cast hgap i hi)
  constructor
  · rintro ⟨h0, h⟩
    funext i
    by_cases hi : i = o
    · simp [hi, h0]
    · have h' := congrFun h i
      rw [hc, hr] at h'
      simp only [if_neg hi, mul_zero, sub_zero] at h' ⊢
      rw [eq_div_iff (hne i hi)]
      linear_combination h'
  · intro h
    refine ⟨by simp [h], funext fun i => ?_⟩
    rw [hc, hr, h]
    by_cases hi : i = o
    · simp [hi]
    · have := hne i hi
      simp only [if_neg hi, mul_zero, sub_zero]
      field_simp
```

## Hermiticity and the two energies

Two properties of matrix elements are needed. The first is that a basis state on the left selects a component:
\[
\langle\psi_0,Ay\rangle=\sum_i\delta_{io}(Ay)_i=(Ay)_o .
\]

```lean
/-- The matrix element of `A` with a basis state on the left is a component of `A y`. -/
theorem braket_ket (A : Matrix ι ι ℂ) (o : ι) (y : ι → ℂ) :
    braket (ket o) A y = (A *ᵥ y) o := by
  unfold braket ket
  rw [← Pi.single_star]
  simp
```

The second is that, for Hermitian \(A\), conjugation exchanges the two states, because \(\overline{A_{ij}}=A_{ji}\):
\[
\overline{\langle x,Ay\rangle}=\sum_{i,j}\overline{y_j}\,\overline{A_{ij}}\,x_i=\sum_{i,j}\overline{y_j}\,A_{ji}\,x_i=\langle y,Ax\rangle .
\]
The rewriting in Lean produces the adjoint of \(A\) next to \(\overline{y}\), replaces it by \(A\) through `hA.eq`, and then moves \(A\) to the other side of the dot product.

```lean
omit [DecidableEq ι] in
/-- For Hermitian `A`, complex conjugation exchanges the two states in `⟨x, A y⟩`. -/
theorem star_braket {A : Matrix ι ι ℂ} (hA : A.IsHermitian) (x y : ι → ℂ) :
    star (braket x A y) = braket y A x := by
  unfold braket
  rw [← Matrix.star_dotProduct, Matrix.star_mulVec, hA.eq, ← Matrix.dotProduct_mulVec]
```

This will be applied to \(V\) and also to \(H_0-c\) with a real number \(c\). The latter is diagonal with real entries \(e_i-c\), so it equals its own adjoint.

```lean
omit [Fintype ι] in
/-- The unperturbed Hamiltonian shifted by a real energy is Hermitian. -/
theorem isHermitian_shifted (e : ι → ℝ) (c : ℝ) :
    (H0 e - (c : ℂ) • (1 : Matrix ι ι ℂ)).IsHermitian := by
  have h : (H0 e).IsHermitian :=
    Matrix.isHermitian_diagonal_of_self_adjoint _ (funext fun i => Complex.conj_ofReal (e i))
  rw [Matrix.IsHermitian, Matrix.conjTranspose_sub, Matrix.conjTranspose_smul,
    Matrix.conjTranspose_one, h.eq]
  simp
```

Take the inner product of the first-order equation with \(\psi\) itself:
\[
\langle\psi,(H_0-e_o)\psi\rangle=-\langle\psi,V\psi_0\rangle+V_{oo}\langle\psi,\psi_0\rangle .
\]
The last term vanishes because \(\langle\psi,\psi_0\rangle=\overline{\psi_o}=0\). Since \(V\) is Hermitian, \(\langle\psi,V\psi_0\rangle=\overline{E_2}\), and therefore
\[
\langle\psi,(H_0-e_o)\psi\rangle=-\overline{E_2}.
\]
The left side is a diagonal matrix element of a Hermitian matrix, hence real. So \(E_2\) is real, and
\[
2\,\mathrm{Re}\,\langle\psi_0,V\psi\rangle=2E_2,\qquad
\langle\psi,(H_0-e_o)\psi\rangle=-E_2 .
\]
For a nondegenerate level the explicit amplitudes show the same thing:
\[
E_2=-\sum_{i\neq o}\frac{|V_{io}|^2}{e_i-e_o},\qquad
\sum_{i\neq o}(e_i-e_o)|\psi_i|^2=\sum_{i\neq o}\frac{|V_{io}|^2}{e_i-e_o}.
\]

The Lean theorem assumes that \(V\) is Hermitian (`hV`) and that \(\psi\) solves the first-order problem (`h`). Its first equation compares a real number, read as a complex one, with \(2E_2\), and so contains the reality of \(E_2\). Nondegeneracy isn't assumed here, because the proof uses the first-order problem itself and not the explicit amplitudes. At a degenerate level the two identities still hold for any solution \(\psi\), but \(E_2\) need not then be the second-order shift of an eigenvalue. In the proof, `hK` is the projected equation and `hreal` the reality of \(E_2\).

```lean
/-- For Hermitian `V`, `ψ0 = ket o` and a first-order correction `ψ`, the cross term
`2 Re ⟨ψ0, V ψ⟩` is `2 E2`, while `⟨ψ, (H0 - e_o) ψ⟩ = -E2`. -/
theorem interaction_and_unperturbed {e : ι → ℝ} {V : Matrix ι ι ℂ} {o : ι} {ψ : ι → ℂ}
    (hV : V.IsHermitian) (h : IsFirstOrder e V o ψ) :
    ((2 * (braket (ket o) V ψ).re : ℝ) : ℂ) = 2 * E2 V o ψ ∧
      braket ψ (H0 e - (e o : ℂ) • 1) ψ = -E2 V o ψ := by
  -- project the first-order equation on the correction itself
  have hK : braket ψ (H0 e - (e o : ℂ) • 1) ψ = -star (E2 V o ψ) := by
    have h0 : star ψ ⬝ᵥ ket o = 0 := by simp [ket, h.1]
    rw [E2, star_braket hV]
    unfold braket
    rw [h.2, Matrix.sub_mulVec, Matrix.smul_mulVec, Matrix.one_mulVec, dotProduct_neg,
      dotProduct_sub, dotProduct_smul, h0, smul_zero, sub_zero]
  -- the left side is real, hence so is `E2`
  have hreal : star (E2 V o ψ) = E2 V o ψ := by
    have hs := star_braket (isHermitian_shifted e (e o)) ψ ψ
    rw [hK, star_neg, star_star] at hs
    exact (neg_injective hs).symm
  refine ⟨?_, by rw [hK, hreal]⟩
  have hre : ((E2 V o ψ).re : ℂ) = E2 V o ψ := Complex.conj_eq_iff_re.mp hreal
  rw [Complex.ofReal_mul]
  change ((2 : ℝ) : ℂ) * ((E2 V o ψ).re : ℂ) = _
  rw [hre]
  norm_num
```

## The energies as expectation values

The names "interaction energy" and "unperturbed energy" refer to expectation values, so consider the state \(x=\psi_0+t\psi\) with real coupling \(t\). For Hermitian \(A\),
\[
\langle x,Ax\rangle=A_{oo}+t\langle\psi_0,A\psi\rangle+t\langle\psi,A\psi_0\rangle+t^2\langle\psi,A\psi\rangle .
\]
The two middle terms are complex conjugates of each other, and their sum is \(2t\,\mathrm{Re}\,\langle\psi_0,A\psi\rangle\). Lean states this expansion for real parts. In the proof, `hx` multiplies out the form and `star_braket` joins the two cross terms.

```lean
/-- Expansion of the quadratic form of a Hermitian `A` in the state `ψ0 + t ψ`. -/
theorem braket_perturbed {A : Matrix ι ι ℂ} (hA : A.IsHermitian) (o : ι) (ψ : ι → ℂ)
    (t : ℝ) : (braket (ket o + (t : ℂ) • ψ) A (ket o + (t : ℂ) • ψ)).re
      = (A o o).re + 2 * t * (braket (ket o) A ψ).re + t ^ 2 * (braket ψ A ψ).re := by
  have hd : braket (ket o) A (ket o) = A o o := by rw [braket_ket]; simp [ket]
  have hx : braket (ket o + (t : ℂ) • ψ) A (ket o + (t : ℂ) • ψ)
      = braket (ket o) A (ket o) + (t : ℂ) * braket (ket o) A ψ
        + (t : ℂ) * braket ψ A (ket o) + ((t ^ 2 : ℝ) : ℂ) * braket ψ A ψ := by
    simp only [braket, star_add, star_smul, Matrix.mulVec_add, Matrix.mulVec_smul,
      add_dotProduct, dotProduct_add, smul_dotProduct, dotProduct_smul, smul_eq_mul,
      Complex.star_def, Complex.conj_ofReal]
    push_cast
    ring
  rw [hx, hd, ← star_braket hA (ket o) ψ]
  simp only [Complex.add_re, Complex.re_ofReal_mul, Complex.star_def, Complex.conj_re]
  ring
```

Apply the expansion to three matrices.

- For \(A=H_0-e_o\), the constant term is \(e_o-e_o=0\) and the cross term contains \((e_o-e_o)\psi_o=0\). Only the quadratic term remains, and it is \(-t^2E_2\).
- For \(A=V\), multiplication by the coupling gives \(tV_{oo}+2t^2E_2+t^3W\), with \(W=\langle\psi,V\psi\rangle\).
- For \(A=1\), the cross term vanishes because \(\psi_o=0\), so the squared norm is \(1+t^2N\), with \(N=\langle\psi,\psi\rangle\).

Adding the first two results gives \(tV_{oo}+t^2E_2+t^3W\) for \(H_0-e_o+tV\). Division by the squared norm turns these into normalised expectation values:
\[
\langle H_0\rangle_x-e_o=\frac{-t^2E_2}{1+t^2N}=-t^2E_2+O(t^4),
\]
\[
t\langle V\rangle_x=\frac{tV_{oo}+2t^2E_2+t^3W}{1+t^2N}=tV_{oo}+2t^2E_2+O(t^3),
\]
\[
\langle H_0+tV\rangle_x-e_o=\frac{tV_{oo}+t^2E_2+t^3W}{1+t^2N}=tV_{oo}+t^2E_2+O(t^3).
\]
Normalisation therefore leaves the coefficients of \(t^2\) unchanged. A further term \(t^2\psi_2\) in the state would leave them unchanged too, since \((H_0-e_o)\psi_0=0\) and \(V\) already carries a factor \(t\).

The theorem contains the numerators and the squared norm as identities for every real \(t\), in four parts. The division, the small-\(t\) expansions and the link between \(E_2\) and an exact eigenvalue of \(H_0+tV\) are left to the argument in the text. In the proof, `h1` and `h2` are the first two items of the list, `hs` splits the total into its two parts, and the last block computes the norm.

```lean
/-- For Hermitian `V`, a first-order correction `ψ` and the unnormalised state `x = ψ0 + t ψ`, the
coefficients of `t²` in `⟨x, (H0 - e_o) x⟩`, `t ⟨x, V x⟩` and their sum are `-E2`, `2 E2` and `E2`;
the squared norm of `x` is `1 + t² ⟨ψ, ψ⟩`. -/
theorem perturbed_energies {e : ι → ℝ} {V : Matrix ι ι ℂ} {o : ι} {ψ x : ι → ℂ} {t : ℝ}
    (hV : V.IsHermitian) (h : IsFirstOrder e V o ψ) (hx : x = ket o + (t : ℂ) • ψ) :
    (braket x (H0 e - (e o : ℂ) • 1) x).re = -(t ^ 2 * (E2 V o ψ).re) ∧
    t * (braket x V x).re
      = t * (V o o).re + t ^ 2 * (2 * (E2 V o ψ).re) + t ^ 3 * (braket ψ V ψ).re ∧
    (braket x (H0 e - (e o : ℂ) • 1 + (t : ℂ) • V) x).re
      = t * (V o o).re + t ^ 2 * (E2 V o ψ).re + t ^ 3 * (braket ψ V ψ).re ∧
    (braket x 1 x).re = 1 + t ^ 2 * (braket ψ 1 ψ).re := by
  have h1 : (braket x (H0 e - (e o : ℂ) • 1) x).re = -(t ^ 2 * (E2 V o ψ).re) := by
    have hd : ((H0 e - (e o : ℂ) • (1 : Matrix ι ι ℂ)) o o).re = 0 := by simp [H0]
    have hc : braket (ket o) (H0 e - (e o : ℂ) • 1) ψ = 0 := by
      rw [braket_ket]
      simp [H0, Matrix.sub_mulVec, Matrix.smul_mulVec, Matrix.mulVec_diagonal, h.1]
    rw [hx, braket_perturbed (isHermitian_shifted e (e o)), hd, hc,
      (interaction_and_unperturbed hV h).2, Complex.zero_re, Complex.neg_re]
    ring
  have h2 : t * (braket x V x).re
      = t * (V o o).re + t ^ 2 * (2 * (E2 V o ψ).re) + t ^ 3 * (braket ψ V ψ).re := by
    rw [hx, braket_perturbed hV, E2]
    ring
  refine ⟨h1, h2, ?_, ?_⟩
  · -- the total energy is the sum of the two parts
    have hs : (braket x (H0 e - (e o : ℂ) • 1 + (t : ℂ) • V) x).re
        = (braket x (H0 e - (e o : ℂ) • 1) x).re + t * (braket x V x).re := by
      unfold braket
      rw [Matrix.add_mulVec, Matrix.smul_mulVec, dotProduct_add, dotProduct_smul,
        smul_eq_mul, Complex.add_re, Complex.re_ofReal_mul]
    rw [hs, h1, h2]
    ring
  · have hc : braket (ket o) 1 ψ = 0 := by rw [braket_ket, Matrix.one_mulVec, h.1]
    rw [hx, braket_perturbed Matrix.isHermitian_one, hc, Matrix.one_apply_eq,
      Complex.one_re, Complex.zero_re, mul_zero, add_zero]
```

## Two levels with unit coupling

Take levels \(0\) and \(1\), start from the lower one, and let
\[
V=\begin{pmatrix}0&1\\1&0\end{pmatrix}.
\]
The only amplitude is \(\psi_1=-1/(1-0)=-1\), so \(\psi=(0,-1)\) and \(E_2=V_{01}\psi_1=-1\). The state \(x=(1,-t)\) has squared norm \(1+t^2\), and its normalised energies are
\[
\langle H_0\rangle_x=\frac{t^2}{1+t^2},\qquad
t\langle V\rangle_x=-\frac{2t^2}{1+t^2},\qquad
\langle H_0+tV\rangle_x=-\frac{t^2}{1+t^2}.
\]
Half of the interaction energy gained is spent on raising the unperturbed energy. The Lean theorem confirms that this \(V\) is Hermitian, that \(\psi\) solves the first-order problem and that \(E_2=-1\). It obtains the second of these from the explicit amplitudes through `isFirstOrder_iff`.

```lean
/-- Two levels `0` and `1` with unit coupling: the coupling is Hermitian, the correction
`(0, -1)` solves the first-order equation, and `E2 = -1`. -/
theorem isFirstOrder_witness :
    (!![0, 1; 1, 0] : Matrix (Fin 2) (Fin 2) ℂ).IsHermitian ∧
      IsFirstOrder ![0, 1] !![0, 1; 1, 0] (0 : Fin 2) ![0, -1] ∧
      E2 !![0, 1; 1, 0] (0 : Fin 2) ![0, -1] = -1 := by
  refine ⟨?_, (isFirstOrder_iff ?_).2 ?_, ?_⟩
  · ext i j
    fin_cases i <;> fin_cases j <;> simp
  · intro i hi
    fin_cases i <;> simp_all
  · ext i
    fin_cases i <;> simp
  · rw [E2, braket_ket]
    simp [Matrix.mulVec, dotProduct, Fin.sum_univ_succ]

end

end GalitskiiMigdalSecondOrder
```

```lean
#print axioms GalitskiiMigdalSecondOrder.perturbed_energies
```

```
'GalitskiiMigdalSecondOrder.perturbed_energies' depends on axioms: [propext, Classical.choice, Quot.sound]
```
